# Two particles on a three-site XY ring hop as antiperiodic Jordan–Wigner fermions

Replace the periodic XY ring on three qubits by periodic fermion hopping, and the lowest two-particle level comes out with the wrong energy and the wrong degeneracy. The fault lies in the bond that closes the ring. It matters when a qubit simulation of this ring is compared with free-fermion energies.

## Qubits, fermions and the two rings

Basis label 0 means an empty site and 1 an occupied one. $X,Y,Z$ are the Pauli matrices `sx`, `sy`, `sz`; $a=|0\rangle\langle1|$ is `lo` and $a^\dagger$ is `up`.

```lean
import Mathlib

open Matrix
open scoped Kronecker

namespace JordanWignerBoundary

noncomputable section

/-- The Pauli matrix X. -/
def sx : Matrix (Fin 2) (Fin 2) ℂ := !![0, 1; 1, 0]

/-- The Pauli matrix Y. -/
def sy : Matrix (Fin 2) (Fin 2) ℂ := !![0, -Complex.I; Complex.I, 0]

/-- The Pauli matrix Z, equal to 1 on an empty site and -1 on an occupied one. -/
def sz : Matrix (Fin 2) (Fin 2) ℂ := !![1, 0; 0, -1]

/-- The ladder operator that empties an occupied site. -/
def lo : Matrix (Fin 2) (Fin 2) ℂ := !![0, 1; 0, 0]

/-- The ladder operator that fills an empty site. -/
def up : Matrix (Fin 2) (Fin 2) ℂ := !![0, 0; 1, 0]
```

The operator `op A B C` is $A\otimes B\otimes C$, where the middle factor may act on an interior of any finite dimension. For two modes $c,d$, write $h(c,d)=c^\dagger d+d^\dagger c$, which is `hop c d`. The hopping amplitude is $+1$.

```lean
/-- The product operator with `A` on the first qubit, `B` on the interior of the chain and
`C` on the last qubit. -/
def op {m : Type*} (A : Matrix (Fin 2) (Fin 2) ℂ) (B : Matrix m m ℂ)
    (C : Matrix (Fin 2) (Fin 2) ℂ) : Matrix (Fin 2 × m × Fin 2) (Fin 2 × m × Fin 2) ℂ :=
  A ⊗ₖ (B ⊗ₖ C)

/-- The hopping term c†d + d†c between two modes. -/
def hop {n : Type*} [Fintype n] (c d : Matrix n n ℂ) : Matrix n n ℂ := cᴴ * d + dᴴ * c

/-- The basis labels of three qubits. -/
abbrev Qubits := Fin 2 × Fin 2 × Fin 2
```

The fermions are $c_0=a\otimes1\otimes1$, $c_1=Z\otimes a\otimes1$ and $c_2=Z\otimes Z\otimes a$, and the parity is $P=Z\otimes Z\otimes Z$. These explicit matrices are all that is used; their anticommutation relations are not needed.

```lean
/-- The Jordan-Wigner annihilator of site 0. -/
def c0 : Matrix Qubits Qubits ℂ := op lo 1 1

/-- The Jordan-Wigner annihilator of site 1. -/
def c1 : Matrix Qubits Qubits ℂ := op sz lo 1

/-- The Jordan-Wigner annihilator of site 2. -/
def c2 : Matrix Qubits Qubits ℂ := op sz sz lo

/-- The fermion parity P = Z₀Z₁Z₂. -/
def parity : Matrix Qubits Qubits ℂ := op sz sz sz
```

The spin ring $H_{XY}$ (`xyRing`) sums $(XX+YY)/2$ over three bonds. The fermion ring $F(\varphi)$ (`fermionRing φ`) multiplies its boundary hop by $\varphi$. The columns of $V$ (`pairStates`) are the normalised states $|110\rangle,|101\rangle,|011\rangle$, in that order, and `block φ` is a candidate matrix for hopping among them.

```lean
/-- The periodic XY ring: the sum of (XX + YY)/2 over the three bonds. -/
def xyRing : Matrix Qubits Qubits ℂ :=
  (1 / 2 : ℂ) • (op sx sx 1 + op sy sy 1) + (1 / 2 : ℂ) • (op 1 sx sx + op 1 sy sy)
    + (1 / 2 : ℂ) • (op sx 1 sx + op sy 1 sy)

/-- Fermion hopping on the three-site ring, with the boundary hop multiplied by `φ`:
periodic for `φ = 1`, antiperiodic for `φ = -1`. -/
def fermionRing (φ : ℂ) : Matrix Qubits Qubits ℂ := hop c0 c1 + hop c1 c2 + φ • hop c2 c0

/-- The three occupation patterns 110, 101, 011 with two particles. -/
def occ : Fin 3 → Qubits := ![(1, 1, 0), (1, 0, 1), (0, 1, 1)]

/-- The matrix whose columns are the two-particle basis states. -/
def pairStates : Matrix Qubits (Fin 3) ℂ := Matrix.of fun q j => if q = occ j then 1 else 0

/-- The 3×3 hopping matrix in the two-particle basis, for boundary factor `φ`. -/
def block (φ : ℂ) : Matrix (Fin 3) (Fin 3) ℂ := !![0, 1, -φ; 1, 0, 1; -φ, 1, 0]
```

## (a) The sign matrix

Show that $Z^\dagger=Z$ and $Z^2=1$.

$Z$ is diagonal with real entries $1,-1$, whose squares are 1. Lean compares the four entries.

```lean
/-- The Pauli matrix Z is Hermitian and squares to one. -/
theorem string_witness : szᴴ = sz ∧ sz * sz = 1 := by
  constructor <;>
    (ext i j; fin_cases i <;> fin_cases j <;> simp [sz, Matrix.mul_apply, Fin.sum_univ_two])
```

## (b) Moving $Z$ past a ladder operator

Show that $a$ and $a^\dagger$ are adjoint to each other and that
$$Za=a,\quad aZ=-a,\quad Za^\dagger=-a^\dagger,\quad a^\dagger Z=a^\dagger.$$

The output of $a$ is $|0\rangle$, where $Z=1$; its input is $|1\rangle$, where $Z=-1$. This gives the first two relations, and their adjoints give the others.

```lean
/-- The ladder operators are adjoint to each other, and Z multiplies them by a sign that depends
on the side. -/
theorem ladder_table : loᴴ = up ∧ upᴴ = lo ∧ sz * lo = lo ∧ lo * sz = -lo ∧
    sz * up = -up ∧ up * sz = up := by
  refine ⟨?_, ?_, ?_, ?_, ?_, ?_⟩ <;>
    (ext i j; fin_cases i <;> fin_cases j <;>
      simp [lo, up, sz, Matrix.mul_apply, Fin.sum_univ_two])
```

## (c) Spin exchange in ladder form

Show that
$$X\otimes X+Y\otimes Y=2(a^\dagger\otimes a+a\otimes a^\dagger).$$

Since $X=a+a^\dagger$ and $Y=-i(a-a^\dagger)$, the sum is
$$(a+a^\dagger)\otimes(a+a^\dagger)-(a-a^\dagger)\otimes(a-a^\dagger).$$
The terms $a\otimes a$ and $a^\dagger\otimes a^\dagger$ cancel, and the mixed terms double. Lean states this entry by entry, so it applies to neighbouring qubits and to the two ends alike.

```lean
/-- Entry by entry, XX + YY is twice the exchange of one excitation between two qubits. -/
theorem exchange_entries (a a' c c' : Fin 2) :
    sx a a' * sx c c' + sy a a' * sy c c' = 2 * (up a a' * lo c c' + lo a a' * up c c') := by
  fin_cases a <;> fin_cases a' <;> fin_cases c <;> fin_cases c' <;>
    simp [sx, sy, lo, up] <;> norm_num
```

## (d) Products site by site

Show that
$$(A\otimes B\otimes C)(A'\otimes B'\otimes C')=AA'\otimes BB'\otimes CC'.$$

On a product vector $u\otimes v\otimes w$, both sides give $AA'u\otimes BB'v\otimes CC'w$, and such vectors span the space.

```lean
/-- Product operators multiply site by site. -/
theorem op_mul {m : Type*} [Fintype m] (A A' C C' : Matrix (Fin 2) (Fin 2) ℂ)
    (B B' : Matrix m m ℂ) : op A B C * op A' B' C' = op (A * A') (B * B') (C * C') := by
  simp only [op, Matrix.mul_kronecker_mul]
```

## (e) Adjoints and signs

Show that $(A\otimes B\otimes C)^\dagger=A^\dagger\otimes B^\dagger\otimes C^\dagger$, and that a minus sign on either end factor can be pulled out.

An entry of the product operator is $A_{ii'}B_{jj'}C_{kk'}$. Conjugating it and swapping its indices does so in each factor, and a sign on one factor multiplies the whole entry.

```lean
/-- The adjoint of a product operator is taken site by site, and a sign on an end qubit can be
pulled out. -/
theorem op_adjoint_neg {m : Type*} (A C : Matrix (Fin 2) (Fin 2) ℂ) (B : Matrix m m ℂ) :
    (op A B C)ᴴ = op Aᴴ Bᴴ Cᴴ ∧ op (-A) B C = -op A B C ∧ op A B (-C) = -op A B C := by
  refine ⟨?_, ?_, ?_⟩
  · simp only [op, Matrix.conjTranspose_kronecker]
  · ext i j
    simp [op, Matrix.kroneckerMap_apply]
  · ext i j
    simp [op, Matrix.kroneckerMap_apply]
```

## (f) The bond that closes the chain

Let $Q$ act on the interior, with $Q^\dagger=Q$ and $Q^2=1$. Put $c_L=Z\otimes Q\otimes a$, $c_0=a\otimes1\otimes1$ and $P_Q=Z\otimes Q\otimes Z$. Show that
$$\tfrac12(X\otimes1\otimes X+Y\otimes1\otimes Y)=-P_Q\,h(c_L,c_0)=-h(c_L,c_0)\,P_Q.$$

A string of $Z$'s over all the interior sites meets both conditions. For that choice of $Q$, $c_L$ is the Jordan–Wigner annihilator of the last site and $P_Q$ is the fermion parity. By (b),
$$h(c_L,c_0)=Za\otimes Q\otimes a^\dagger+a^\dagger Z\otimes Q\otimes a=a\otimes Q\otimes a^\dagger+a^\dagger\otimes Q\otimes a.$$
Multiplying by $P_Q$ on either side turns $Q$ into $Q^2=1$, and exactly one end factor of each term changes sign. The result is $-(a\otimes1\otimes a^\dagger+a^\dagger\otimes1\otimes a)$, which by (c) is minus the spin bond. In Lean, `hb` is the ladder form, and `simp only` carries out the multiplication.

```lean
/-- For any Hermitian `Q` on the interior with `Q * Q = 1`, the end-to-end bond (XX + YY)/2 is minus
the product of `op sz Q sz` and the hop between `op sz Q lo` and `op lo 1 1`, in either order. -/
theorem boundary_bond {m : Type*} [Fintype m] [DecidableEq m] (Q : Matrix m m ℂ)
    (hQ : Qᴴ = Q) (hQ2 : Q * Q = 1) :
    (1 / 2 : ℂ) • (op sx (1 : Matrix m m ℂ) sx + op sy 1 sy)
        = -(op sz Q sz * hop (op sz Q lo) (op lo 1 1)) ∧
    (1 / 2 : ℂ) • (op sx (1 : Matrix m m ℂ) sx + op sy 1 sy)
        = -(hop (op sz Q lo) (op lo 1 1) * op sz Q sz) := by
  -- the spin bond in ladder form
  have hb : (1 / 2 : ℂ) • (op sx (1 : Matrix m m ℂ) sx + op sy 1 sy)
      = op lo 1 up + op up 1 lo := by
    ext ⟨a, b, c⟩ ⟨a', b', c'⟩
    simp only [op, Matrix.smul_apply, Matrix.add_apply, Matrix.kroneckerMap_apply, smul_eq_mul]
    linear_combination ((1 : Matrix m m ℂ) b b' / 2) * exchange_entries a a' c c'
  -- the two strings cancel and leave one sign
  constructor <;> rw [hb] <;>
    simp only [hop, op_adjoint_neg, op_mul, ladder_table, string_witness, hQ, hQ2,
      Matrix.mul_add, Matrix.add_mul, Matrix.mul_one, Matrix.one_mul,
      Matrix.conjTranspose_one] <;> abel
```

With no interior sites and $Q=1$, the chain has two sites and the sign is invisible: the hop acts only on one-particle states, where $-P_Q=1$.

The same multiplication, done by hand for the pairing bond, gives
$$\tfrac12(X\otimes1\otimes X-Y\otimes1\otimes Y)=-P_Q(c_L^\dagger c_0^\dagger+c_0c_L).$$

## (g) The whole spin ring

Show that
$$H_{XY}=h(c_0,c_1)+h(c_1,c_2)-P\,h(c_2,c_0).$$

On the interior bonds the strings leave no sign:
$$h(c_0,c_1)=a^\dagger Z\otimes a\otimes1+Za\otimes a^\dagger\otimes1=a^\dagger\otimes a\otimes1+a\otimes a^\dagger\otimes1,$$
$$h(c_1,c_2)=1\otimes a^\dagger Z\otimes a+1\otimes Za\otimes a^\dagger=1\otimes a^\dagger\otimes a+1\otimes a\otimes a^\dagger.$$
By (c) these are the spin bonds, proved as `h01` and `h12`. Part (f) with $Q=Z$ supplies the third.

```lean
/-- The XY ring is fermion hopping on the two interior bonds minus the parity times the
boundary hop. -/
theorem xyRing_eq : xyRing = hop c0 c1 + hop c1 c2 - parity * hop c2 c0 := by
  have h01 : (1 / 2 : ℂ) • (op sx sx 1 + op sy sy 1) = hop c0 c1 := by
    simp only [hop, c0, c1, op_adjoint_neg, op_mul, ladder_table, string_witness,
      Matrix.mul_one, Matrix.one_mul, Matrix.conjTranspose_one]
    ext ⟨a, b, c⟩ ⟨a', b', c'⟩
    simp only [op, Matrix.smul_apply, Matrix.add_apply, Matrix.kroneckerMap_apply, smul_eq_mul]
    linear_combination ((1 : Matrix (Fin 2) (Fin 2) ℂ) c c' / 2) * exchange_entries a a' b b'
  have h12 : (1 / 2 : ℂ) • (op 1 sx sx + op 1 sy sy) = hop c1 c2 := by
    simp only [hop, c1, c2, op_adjoint_neg, op_mul, ladder_table, string_witness,
      Matrix.mul_one, Matrix.one_mul, Matrix.conjTranspose_one]
    ext ⟨a, b, c⟩ ⟨a', b', c'⟩
    simp only [op, Matrix.smul_apply, Matrix.add_apply, Matrix.kroneckerMap_apply, smul_eq_mul]
    linear_combination ((1 : Matrix (Fin 2) (Fin 2) ℂ) a a' / 2) * exchange_entries b b' c c'
  unfold xyRing
  rw [h01, h12, (boundary_bond sz string_witness.1 string_witness.2).1, sub_eq_add_neg]
  rfl
```

## (h) Parity chooses the boundary condition

Show that
$$P\psi=\psi\Rightarrow H_{XY}\psi=F(-1)\psi,\qquad P\psi=-\psi\Rightarrow H_{XY}\psi=F(1)\psi.$$

The two forms in (f) show that $P$ commutes with the boundary hop (`hc`). Hence $-P\,h(c_2,c_0)\psi=-h(c_2,c_0)P\psi$, which is $-h(c_2,c_0)\psi$ for even parity and $+h(c_2,c_0)\psi$ for odd.

```lean
/-- The XY ring acts as antiperiodic fermion hopping on states of even parity and as periodic
fermion hopping on states of odd parity. -/
theorem xyRing_of_parity (ψ : Qubits → ℂ) :
    (parity *ᵥ ψ = ψ → xyRing *ᵥ ψ = fermionRing (-1) *ᵥ ψ) ∧
    (parity *ᵥ ψ = -ψ → xyRing *ᵥ ψ = fermionRing 1 *ᵥ ψ) := by
  have b := boundary_bond sz string_witness.1 string_witness.2
  -- parity commutes with the boundary hop, so it can act on the state first
  have hc : parity * hop c2 c0 = hop c2 c0 * parity := neg_inj.mp (b.1.symm.trans b.2)
  constructor <;> intro h <;>
    rw [xyRing_eq, hc, Matrix.sub_mulVec, ← Matrix.mulVec_mulVec, h] <;>
    simp only [fermionRing, Matrix.add_mulVec, neg_smul, one_smul, Matrix.neg_mulVec,
      Matrix.mulVec_neg, sub_eq_add_neg, neg_neg]
```

## (i) Hopping with two particles

Show that $PV=V$ and
$$F(\varphi)V=VB(\varphi),\qquad B(\varphi)=\begin{pmatrix}0&1&-\varphi\\1&0&1\\-\varphi&1&0\end{pmatrix}.$$

Two occupied sites give $P=(-1)^2=1$. The boundary hop is $a\otimes Z\otimes a^\dagger+a^\dagger\otimes Z\otimes a$, so it picks up $-1$ from an occupied middle site. Therefore
$$\begin{aligned}F(\varphi)|110\rangle&=|101\rangle-\varphi|011\rangle,\\F(\varphi)|101\rangle&=|110\rangle+|011\rangle,\\F(\varphi)|011\rangle&=-\varphi|110\rangle+|101\rangle.\end{aligned}$$
These are the columns of $B(\varphi)$. Lean reads off columns with `hcol`, rewrites the ring with `hf` and checks every entry.

```lean
/-- The two-particle states have even parity, and fermion hopping maps their span to itself
through the 3×3 matrix `block φ`. -/
theorem hopping_block (φ : ℂ) : parity * pairStates = pairStates ∧
    fermionRing φ * pairStates = pairStates * block φ := by
  have hcol : ∀ (H : Matrix Qubits Qubits ℂ) (q : Qubits) (j : Fin 3),
      (H * pairStates) q j = H q (occ j) := by
    intro H q j
    simp [Matrix.mul_apply, pairStates]
  have hf : fermionRing φ = (op up lo 1 + op lo up 1) + (op 1 up lo + op 1 lo up)
      + φ • (op lo sz up + op up sz lo) := by
    simp only [fermionRing, hop, c0, c1, c2, op_adjoint_neg, op_mul, ladder_table,
      string_witness, Matrix.mul_one, Matrix.one_mul, Matrix.conjTranspose_one]
  constructor
  · ext ⟨a, b, c⟩ j
    rw [hcol]
    fin_cases a <;> fin_cases b <;> fin_cases c <;> fin_cases j <;>
      simp [parity, op, occ, pairStates, sz]
  · ext ⟨a, b, c⟩ j
    rw [hcol, hf]
    fin_cases a <;> fin_cases b <;> fin_cases c <;> fin_cases j <;>
      simp [op, occ, pairStates, block, Matrix.mul_apply, Fin.sum_univ_three, lo, up, sz]
```

## (j) The two spectra

Show that $H_{XY}V=F(-1)V=VB(-1)$ and $F(1)V=VB(1)$, with
$$\det(x-B(-1))=(x-2)(x+1)^2,\qquad\det(x-B(1))=(x-1)^2(x+2).$$

Each column of $V$ has even parity, so (h) and (i) give the block equations. Expanding the determinant,
$$\det(x-B(\varphi))=x^3-(2+\varphi^2)x+2\varphi.$$
This is $x^3-3x-2$ at $\varphi=-1$ and $x^3-3x+2$ at $\varphi=1$, which factor as stated. With two particles, the XY ring and antiperiodic hopping have eigenvalues $2,-1,-1$; periodic hopping has $1,1,-2$. Lean expands with `Matrix.det_fin_three` and finishes with `ring`.

```lean
/-- With two particles, the XY ring and antiperiodic fermion hopping act by the same block, with
eigenvalues 2, -1, -1, while periodic fermion hopping has eigenvalues 1, 1, -2. -/
theorem two_particle_spectra :
    xyRing * pairStates = pairStates * block (-1) ∧
    fermionRing (-1) * pairStates = pairStates * block (-1) ∧
    fermionRing 1 * pairStates = pairStates * block 1 ∧
    (∀ x : ℂ, (x • (1 : Matrix (Fin 3) (Fin 3) ℂ) - block (-1)).det = (x - 2) * (x + 1) ^ 2) ∧
    (∀ x : ℂ, (x • (1 : Matrix (Fin 3) (Fin 3) ℂ) - block 1).det = (x - 1) ^ 2 * (x + 2)) := by
  refine ⟨?_, (hopping_block (-1)).2, (hopping_block 1).2, ?_, ?_⟩
  · -- each column has even parity, so the XY ring hops antiperiodically on it
    rw [← (hopping_block (-1)).2]
    ext q j
    have hp : parity *ᵥ (fun r => pairStates r j) = fun r => pairStates r j := by
      funext r
      exact congrFun (congrFun (hopping_block 1).1 r) j
    exact congrFun ((xyRing_of_parity (fun r => pairStates r j)).1 hp) q
  · intro x
    rw [Matrix.det_fin_three]
    simp [block]
    ring
  · intro x
    rw [Matrix.det_fin_three]
    simp [block]
    ring

end

end JordanWignerBoundary
```

```lean
#print axioms JordanWignerBoundary.two_particle_spectra
```

```
'JordanWignerBoundary.two_particle_spectra' depends on axioms: [propext, Classical.choice, Quot.sound]
```
